# The jump-diffusion width of a finite jump set: its exact zeros and a quartic bound on its departure from quadratic form

A particle stays at a site for a mean residence time τ > 0 and then jumps by one of n ≥ 1 vectors s_j, all equally likely. For a wavevector Q, write φ_j = ⟨Q, s_j⟩ for the phase of jump j. The width is

W(Q) = (1/(nτ)) Σ_j (1 − cos φ_j).

It is a rate; the corresponding energy is ħW(Q). For a single non-interacting particle with memoryless, inversion-symmetric jumps, W(Q) is the half width at half maximum, in angular frequency, of the quasielastic line in the incoherent dynamical structure factor. The Lean file works with W itself and with the master equation, and does not derive the line shape.

```lean
import Mathlib

open Finset

namespace JumpDiffusionWidth

noncomputable section

variable {ι E : Type*} [Fintype ι] [NormedAddCommGroup E] [InnerProductSpace ℝ E]
```

The type `ι` labels the jumps, and `E` is the space in which they live: any real inner-product space, of any dimension. The labels are finite in number, but the vectors need not be distinct or nonzero.

```lean
/-- The jump-diffusion width `W(Q)` for jump vectors `s j` and residence time `τ`; it is meant for a
nonempty set of jumps and `τ > 0`. -/
def jumpWidth (s : ι → E) (τ : ℝ) (Q : E) : ℝ :=
  (∑ j, (1 - Real.cos (inner ℝ Q (s j)))) / (Fintype.card ι * τ)
```

This is the formula for W(Q). Lean writes φ_j as `inner ℝ Q (s j)` and n as `Fintype.card ι`.

```lean
/-- The right-hand side of the master equation for a density `f`: gain from the sites
`r - s j` minus loss from `r`, for a nonempty set of jumps and `τ > 0`. -/
def jumpGenerator (s : ι → E) (τ : ℝ) (f : E → ℝ) (r : E) : ℝ :=
  (∑ j, (f (r - s j) - f r)) / (Fintype.card ι * τ)
```

For a density f, this is the right-hand side of the master equation,

(Lf)(r) = (1/(nτ)) Σ_j [f(r − s_j) − f(r)].

The first term is the gain at r from particles arriving by jump j, and the second is the loss from r. All sites are equivalent, and no site is ever blocked by another particle.

## A density wave decays at the rate W(Q)

```lean
/-- For a jump set symmetric under inversion, a cosine density wave of wavevector `Q`
that decays at the rate `W(Q)` solves the master equation. -/
theorem density_wave_decay (s : ι → E) (τ : ℝ) (σ : Equiv.Perm ι)
    (hσ : ∀ j, s (σ j) = -s j) (Q r : E) (t : ℝ) :
    HasDerivAt (fun u : ℝ => Real.exp (-jumpWidth s τ Q * u) * Real.cos (inner ℝ Q r))
      (jumpGenerator s τ
        (fun x => Real.exp (-jumpWidth s τ Q * t) * Real.cos (inner ℝ Q x)) r) t := by
  -- inversion symmetry removes the odd part of the phase sum
  have hs : ∑ j, Real.sin (inner ℝ Q (s j)) = 0 := by
    have h := Equiv.sum_comp σ (fun j => Real.sin (inner ℝ Q (s j)))
    simp only [hσ, inner_neg_right, Real.sin_neg, Finset.sum_neg_distrib] at h
    linarith
  -- the density wave is an eigenfunction of the generator
  have hgen : ∀ c : ℝ, jumpGenerator s τ (fun x => c * Real.cos (inner ℝ Q x)) r
      = -jumpWidth s τ Q * (c * Real.cos (inner ℝ Q r)) := by
    intro c
    have h : ∑ j, (c * Real.cos (inner ℝ Q (r - s j)) - c * Real.cos (inner ℝ Q r))
        = -(c * Real.cos (inner ℝ Q r)) * ∑ j, (1 - Real.cos (inner ℝ Q (s j)))
          + c * Real.sin (inner ℝ Q r) * ∑ j, Real.sin (inner ℝ Q (s j)) := by
      rw [Finset.mul_sum, Finset.mul_sum, ← Finset.sum_add_distrib]
      refine Finset.sum_congr rfl fun j _ => ?_
      rw [inner_sub_right, Real.cos_sub]
      ring
    simp only [jumpGenerator, jumpWidth]
    rw [h, hs]
    ring
  rw [hgen]
  have h := (((hasDerivAt_id' t).const_mul (-jumpWidth s τ Q)).exp).mul_const
    (Real.cos (inner ℝ Q r))
  exact h.congr_deriv (by ring)
```

In a Lean theorem, the hypotheses stand in brackets after the name, and the colon that follows them introduces the claim. Here `σ` is a permutation of the labels and `hσ` says that s_σ(j) = −s_j, so the jump set is symmetric under inversion. The claim is that

ρ(r, t) = exp(−W(Q)t) cos⟨Q, r⟩

satisfies ∂ρ/∂t = Lρ at every r and t. Since a cosine takes negative values, ρ is to be read as a modulation of a uniform density, which L sends to zero and which therefore stays constant in time.

By hand, expand cos⟨Q, r − s_j⟩ and sum over j:

Σ_j [cos⟨Q, r − s_j⟩ − cos⟨Q, r⟩] = −cos⟨Q, r⟩ Σ_j (1 − cos φ_j) + sin⟨Q, r⟩ Σ_j sin φ_j.

Relabelling by σ turns Σ_j sin φ_j into its own negative, so it is zero; this is `hs`. Dividing by nτ leaves −W(Q) cos⟨Q, r⟩, which is `hgen` with an amplitude c included. The time derivative of the exponential supplies the same factor −W(Q), and the last lines of the proof match the two.

## A quartic upper bound on the cosine

```lean
/-- The cosine is at most its fourth-order Taylor polynomial about zero, at every real phase. -/
theorem cos_le_quartic (x : ℝ) : Real.cos x ≤ 1 - x ^ 2 / 2 + x ^ 4 / 24 := by
  have hg : Monotone (fun y : ℝ => Real.sin y - y + y ^ 3 / 6) := by
    have hd : ∀ y : ℝ, HasDerivAt (fun y : ℝ => Real.sin y - y + y ^ 3 / 6)
        (Real.cos y - 1 + y ^ 2 / 2) y := by
      intro y
      have h3 : HasDerivAt (fun z : ℝ => z ^ 3) (3 * y ^ 2) y := by
        simpa using hasDerivAt_pow 3 y
      exact (((Real.hasDerivAt_sin y).fun_sub (hasDerivAt_id' y)).fun_add
        (h3.div_const 6)).congr_deriv (by ring)
    refine monotone_of_deriv_nonneg (fun y => (hd y).differentiableAt) (fun y => ?_)
    rw [(hd y).deriv]
    linarith [Real.one_sub_sq_div_two_le_cos (x := y)]
  have hd : ∀ y : ℝ, HasDerivAt (fun y : ℝ => y ^ 4 / 24 - y ^ 2 / 2 - Real.cos y)
      (Real.sin y - y + y ^ 3 / 6) y := by
    intro y
    have h4 : HasDerivAt (fun z : ℝ => z ^ 4) (4 * y ^ 3) y := by
      simpa using hasDerivAt_pow 4 y
    have h2 : HasDerivAt (fun z : ℝ => z ^ 2) (2 * y) y := by
      simpa using hasDerivAt_pow 2 y
    exact (((h4.div_const 24).fun_sub (h2.div_const 2)).fun_sub
      (Real.hasDerivAt_cos y)).congr_deriv (by ring)
  have hF : MonotoneOn (fun y : ℝ => y ^ 4 / 24 - y ^ 2 / 2 - Real.cos y) (Set.Ici 0) := by
    refine monotoneOn_of_deriv_nonneg (convex_Ici 0)
      (fun y _ => (hd y).continuousAt.continuousWithinAt)
      (fun y _ => (hd y).differentiableAt.differentiableWithinAt) (fun y hy => ?_)
    have hy0 : (0 : ℝ) ≤ y := interior_subset hy
    have h := hg hy0
    simp only [Real.sin_zero] at h
    rw [(hd y).deriv]
    linarith
  -- both sides are even, so it is enough to compare at |x|
  have h := hF (Set.mem_Ici.2 le_rfl) (Set.mem_Ici.2 (abs_nonneg x)) (abs_nonneg x)
  have h4 : |x| ^ 4 = x ^ 4 := (show Even 4 by decide).pow_abs x
  simp only [Real.cos_zero, Real.cos_abs, sq_abs, h4] at h
  linarith
```

The claim is cos x ≤ 1 − x²/2 + x⁴/24 for every real x. Two monotonicity arguments prove it. First let

g(y) = sin y − y + y³/6, with g′(y) = cos y − 1 + y²/2 ≥ 0.

The inequality is the known bound cos y ≥ 1 − y²/2, taken from Mathlib. So g increases (`hg`), and g(0) = 0 gives g(y) ≥ 0 for y ≥ 0. Next let

F(y) = y⁴/24 − y²/2 − cos y, with F′(y) = g(y).

So F increases on y ≥ 0 (`hF`), and F(|x|) ≥ F(0) = −1. This is the claim at |x|, and both sides are even in x.

## Where the width vanishes, and how far it is from quadratic

```lean
/-- The width vanishes exactly when every jump phase is an integer multiple of `2π`, and
it differs from its quadratic small-phase form by at most the quartic term. -/
theorem jumpWidth_zero_iff_and_quadratic [Nonempty ι] (s : ι → E) {τ : ℝ} (hτ : 0 < τ)
    (Q : E) :
    (jumpWidth s τ Q = 0 ↔ ∀ j, ∃ k : ℤ, inner ℝ Q (s j) = k * (2 * Real.pi)) ∧
    |jumpWidth s τ Q - (∑ j, (inner ℝ Q (s j)) ^ 2) / (2 * Fintype.card ι * τ)|
      ≤ (∑ j, (inner ℝ Q (s j)) ^ 4) / (24 * Fintype.card ι * τ) := by
  have hc : (0 : ℝ) < Fintype.card ι := Nat.cast_pos.2 Fintype.card_pos
  have hn : (0 : ℝ) < Fintype.card ι * τ := mul_pos hc hτ
  constructor
  · -- a vanishing sum of nonnegative terms vanishes term by term
    unfold jumpWidth
    rw [div_eq_zero_iff, or_iff_left hn.ne', Finset.sum_eq_zero_iff_of_nonneg
      (fun j _ => sub_nonneg.2 (Real.cos_le_one _))]
    constructor
    · intro h j
      have h1 : Real.cos (inner ℝ Q (s j)) = 1 := by linarith [h j (Finset.mem_univ j)]
      obtain ⟨k, hk⟩ := (Real.cos_eq_one_iff (inner ℝ Q (s j))).1 h1
      exact ⟨k, hk.symm⟩
    · intro h j _
      obtain ⟨k, hk⟩ := h j
      rw [(Real.cos_eq_one_iff (inner ℝ Q (s j))).2 ⟨k, hk.symm⟩, sub_self]
  · -- the error is the average of the errors of the single jumps
    have hs : ∑ j, (1 - Real.cos (inner ℝ Q (s j)) - (inner ℝ Q (s j)) ^ 2 / 2)
        = ∑ j, (1 - Real.cos (inner ℝ Q (s j))) - (∑ j, (inner ℝ Q (s j)) ^ 2) / 2 := by
      simp only [Finset.sum_sub_distrib, Finset.sum_div]
    have e : jumpWidth s τ Q - (∑ j, (inner ℝ Q (s j)) ^ 2) / (2 * Fintype.card ι * τ)
        = (∑ j, (1 - Real.cos (inner ℝ Q (s j)) - (inner ℝ Q (s j)) ^ 2 / 2))
          / (Fintype.card ι * τ) := by
      rw [hs, jumpWidth]
      ring
    have r : (∑ j, (inner ℝ Q (s j)) ^ 4) / (24 * Fintype.card ι * τ)
        = (∑ j, (inner ℝ Q (s j)) ^ 4 / 24) / (Fintype.card ι * τ) := by
      rw [← Finset.sum_div]
      ring
    rw [e, r, abs_div, abs_of_pos hn]
    gcongr
    refine (Finset.abs_sum_le_sum_abs _ _).trans (Finset.sum_le_sum fun j _ => ?_)
    have hlow := Real.one_sub_sq_div_two_le_cos (x := inner ℝ Q (s j))
    have hup := cos_le_quartic (inner ℝ Q (s j))
    have hpos : 0 ≤ (inner ℝ Q (s j)) ^ 4 / 24 := by positivity
    exact abs_le.2 ⟨by linarith, by linarith⟩
```

The assumptions are n ≥ 1, written `[Nonempty ι]`, and τ > 0. Inversion symmetry is not needed. The symbol `∧` joins two statements:

W(Q) = 0 if and only if every φ_j is an integer multiple of 2π,

|W(Q) − Σ_j φ_j²/(2nτ)| ≤ Σ_j φ_j⁴/(24nτ).

For the first, nτ > 0, so W(Q) = 0 means that Σ_j (1 − cos φ_j) = 0. No term is negative, so each must vanish, which gives cos φ_j = 1 and φ_j = 2πk_j with k_j an integer. The converse is direct substitution. In Lean, `Finset.sum_eq_zero_iff_of_nonneg` splits the sum and `Real.cos_eq_one_iff` supplies the integers.

For the second, the two bounds on the cosine give, for each jump,

−φ_j⁴/24 ≤ 1 − cos φ_j − φ_j²/2 ≤ 0.

These are `hup` and `hlow`. The equations `e` and `r` put both sides over the common denominator nτ, `gcongr` reduces the comparison to the numerators, and the triangle inequality reduces it to single jumps.

## Zero-width wavevectors are periods

```lean
/-- Every wavevector `G` of zero width is a period of the width. -/
theorem jumpWidth_periodic [Nonempty ι] (s : ι → E) {τ : ℝ} (hτ : 0 < τ) (Q G : E)
    (hG : jumpWidth s τ G = 0) : jumpWidth s τ (Q + G) = jumpWidth s τ Q := by
  have h := (jumpWidth_zero_iff_and_quadratic s hτ G).1.1 hG
  unfold jumpWidth
  congr 1
  refine Finset.sum_congr rfl fun j _ => ?_
  obtain ⟨k, hk⟩ := h j
  rw [inner_add_left, hk, Real.cos_add_int_mul_two_pi]
```

If W(G) = 0, then W(Q + G) = W(Q) for every Q. By the previous theorem ⟨G, s_j⟩ = 2πk_j, so adding G shifts each φ_j by 2πk_j and leaves its cosine unchanged. Such a G may be a reciprocal-lattice vector of the jumps, or simply be perpendicular to all of them.

## The diffusive limit with an explicit error

```lean
/-- If the squared jump phases sum to `2nτD‖Q‖²` and no jump is longer than `l`, the width equals
`D‖Q‖²` up to an error of at most `(‖Q‖l)⁴/(24τ)`. -/
theorem jumpWidth_fick [Nonempty ι] (s : ι → E) {τ D l : ℝ} (hτ : 0 < τ) (Q : E)
    (hl : ∀ j, ‖s j‖ ≤ l)
    (hD : ∑ j, (inner ℝ Q (s j)) ^ 2 = 2 * Fintype.card ι * τ * (D * ‖Q‖ ^ 2)) :
    |jumpWidth s τ Q - D * ‖Q‖ ^ 2| ≤ (‖Q‖ * l) ^ 4 / (24 * τ) := by
  have hc : (0 : ℝ) < Fintype.card ι := Nat.cast_pos.2 Fintype.card_pos
  have h := (jumpWidth_zero_iff_and_quadratic s hτ Q).2
  have hne : 2 * (Fintype.card ι : ℝ) * τ ≠ 0 := by positivity
  rw [hD, mul_div_cancel_left₀ _ hne] at h
  -- Cauchy-Schwarz bounds each phase
  have h4 : ∑ j, (inner ℝ Q (s j)) ^ 4 ≤ Fintype.card ι * (‖Q‖ * l) ^ 4 := by
    calc ∑ j, (inner ℝ Q (s j)) ^ 4 ≤ ∑ _j : ι, (‖Q‖ * l) ^ 4 := by
          refine Finset.sum_le_sum fun j _ => ?_
          rw [← (show Even 4 by decide).pow_abs (inner ℝ Q (s j))]
          exact pow_le_pow_left₀ (abs_nonneg _) ((abs_real_inner_le_norm _ _).trans
            (mul_le_mul_of_nonneg_left (hl j) (norm_nonneg _))) 4
      _ = Fintype.card ι * (‖Q‖ * l) ^ 4 := by
          rw [Finset.sum_const, Finset.card_univ, nsmul_eq_mul]
  calc |jumpWidth s τ Q - D * ‖Q‖ ^ 2|
      ≤ (∑ j, (inner ℝ Q (s j)) ^ 4) / (24 * Fintype.card ι * τ) := h
    _ ≤ (Fintype.card ι * (‖Q‖ * l) ^ 4) / (24 * Fintype.card ι * τ) := by gcongr
    _ = (‖Q‖ * l) ^ 4 / (24 * τ) := by field_simp
```

Two further hypotheses enter. No jump is longer than `l`, and `hD` states that

Σ_j φ_j² = 2nτD‖Q‖².

Physically, for Q ≠ 0, the mean squared displacement per jump along the direction of Q is 2Dτ, which makes D the diffusion coefficient in that direction. This is assumed for the given Q and not derived. The conclusion is

|W(Q) − D‖Q‖²| ≤ (‖Q‖l)⁴/(24τ),

which bounds the error of the Fick's-law width D‖Q‖² in this non-interacting model. For Q ≠ 0, dividing by ‖Q‖² bounds the error made when the diffusion coefficient is read off as W(Q)/‖Q‖².

Under `hD` the quadratic form Σ_j φ_j²/(2nτ) becomes D‖Q‖². Cauchy–Schwarz gives |φ_j| ≤ ‖Q‖l, hence Σ_j φ_j⁴ ≤ n(‖Q‖l)⁴ (`h4`), and n cancels.

## Jumps ±a on a chain

```lean
/-- The two jumps `a` and `-a` of a particle on a chain. -/
def chainJumps (a : ℝ) : Fin 2 → ℝ := ![a, -a]
```

Here E is the real line and n = 2, with s_0 = a and s_1 = −a. `Fin 2` is the label set {0, 1}.

```lean
/-- The chain jumps are symmetric under inversion, have length at most `|a|` and second
moment given by `D = a²/(2τ)`, and their width is `(1 - cos(Qa))/τ`. -/
theorem chainJumps_witness (a Q : ℝ) {τ : ℝ} (hτ : 0 < τ) :
    (∀ j, chainJumps a (Equiv.swap 0 1 j) = -chainJumps a j) ∧
    (∀ j, ‖chainJumps a j‖ ≤ |a|) ∧
    (∑ j, (inner ℝ Q (chainJumps a j)) ^ 2
      = 2 * Fintype.card (Fin 2) * τ * (a ^ 2 / (2 * τ) * ‖Q‖ ^ 2)) ∧
    jumpWidth (chainJumps a) τ Q = (1 - Real.cos (Q * a)) / τ := by
  have h0 : chainJumps a 0 = a := rfl
  have h1 : chainJumps a 1 = -a := rfl
  have hin : ∀ x y : ℝ, inner ℝ x y = x * y := fun x y => by simp [mul_comm]
  refine ⟨?_, ?_, ?_, ?_⟩
  · rw [Fin.forall_fin_two]
    simp [h0, h1]
  · rw [Fin.forall_fin_two]
    simp [h0, h1]
  · have hc : τ * (a ^ 2 / (2 * τ)) = a ^ 2 / 2 := by field_simp
    simp only [Fin.sum_univ_two, hin, h0, h1, Fintype.card_fin, Real.norm_eq_abs, sq_abs]
    push_cast
    linear_combination (-4 * Q ^ 2) * hc
  · simp only [jumpWidth, Fin.sum_univ_two, hin, h0, h1, Fintype.card_fin, mul_neg,
      Real.cos_neg]
    push_cast
    ring

end

end JumpDiffusionWidth
```

The first three parts check the example against the earlier hypotheses, and the fourth gives its width. Swapping the labels reverses the jumps, and both lengths are at most |a|. The phases are Qa and −Qa, so Σ_j φ_j² = 2Q²a², which is the sum required by `hD` for D = a²/(2τ). Finally, the two equal cosines give

W(Q) = 2(1 − cos(Qa))/(2τ) = (1 − cos(Qa))/τ.

For a ≠ 0 the width vanishes at Q = 2πk/a with k an integer. For a = 0 the particle never moves, and the width is zero everywhere.

```lean
#print axioms JumpDiffusionWidth.density_wave_decay
#print axioms JumpDiffusionWidth.jumpWidth_zero_iff_and_quadratic
#print axioms JumpDiffusionWidth.jumpWidth_periodic
#print axioms JumpDiffusionWidth.jumpWidth_fick
```

```
'JumpDiffusionWidth.density_wave_decay' depends on axioms: [propext, Classical.choice, Quot.sound]
'JumpDiffusionWidth.jumpWidth_zero_iff_and_quadratic' depends on axioms: [propext, Classical.choice, Quot.sound]
'JumpDiffusionWidth.jumpWidth_periodic' depends on axioms: [propext, Classical.choice, Quot.sound]
'JumpDiffusionWidth.jumpWidth_fick' depends on axioms: [propext, Classical.choice, Quot.sound]
```
